# For invertible $I-T$, the ring-CCD equation is $G(A+B)G=A-B$ in the Cayley transform $G$ of $T$

Let $A$, $B$ and $T$ be real square matrices with $I-T$ invertible, and put $G=(I+T)(I-T)^{-1}$. Then

$$B+AT+TA+TBT=0\quad\Longleftrightarrow\quad G(A+B)G=A-B .$$

Moreover, $G+I$ is invertible and $T=(G-I)(G+I)^{-1}$.

The left equation is the one that the double-excitation amplitudes $T$ satisfy in coupled-cluster doubles when only ring diagrams are kept; it is quadratic and can have several solutions. $A$ couples excitations to each other, and $B$ couples excitations to de-excitations. For finite real matrices, the result connects these amplitudes to the random-phase approximation (RPA), which works with $A+B$ and $A-B$.

## Amplitudes and their transform

```lean
import Mathlib

open scoped Matrix

namespace RingCCDCayley

noncomputable section

variable {n : Type*} [Fintype n] [DecidableEq n]
```

The finite type `n` labels the particle-hole pairs, so an entry of $T$ carries two such labels. Identifying $A$ and $B$ with the matrices built from a molecule's orbitals is a step that the hypotheses leave to the user.

```lean
/-- The ring-CCD residual `B + AT + TA + TBT` of an amplitude matrix `T`. -/
def residual (A B T : Matrix n n ℝ) : Matrix n n ℝ :=
  B + A * T + T * A + T * B * T
```

`residual A B T` is the left side of the amplitude equation, written $R$ below. `Matrix n n ℝ` means a real square matrix. No symmetry is required.

```lean
/-- The Cayley transform `G = (1 + T)(1 - T)⁻¹` of the amplitudes, for `1 - T` invertible. -/
def cayley (T : Matrix n n ℝ) : Matrix n n ℝ :=
  (1 + T) * (1 - T)⁻¹
```

This is $G$; Lean writes the identity matrix as `1`.

```lean
/-- The inverse transform `T = (G - 1)(G + 1)⁻¹`, for `G + 1` invertible. -/
def invCayley (G : Matrix n n ℝ) : Matrix n n ℝ :=
  (G - 1) * (G + 1)⁻¹
```

This is the way back from $G$ to $T$. Lean's matrix inverse is defined to be zero for a singular matrix, so the theorems assume or prove invertibility where it matters.

## The equivalence

```lean
/-- Twice the ring-CCD residual is the difference between `A + B` dressed by `1 + T`
and `A - B` dressed by `1 - T`. -/
theorem two_smul_residual (A B T : Matrix n n ℝ) :
    (1 + T) * (A + B) * (1 + T) - (1 - T) * (A - B) * (1 - T)
      = (2 : ℝ) • residual A B T := by
  rw [two_smul]
  unfold residual
  noncomm_ring
```

Expand the two products:

$$(I+T)(A+B)(I+T)=A+B+T(A+B)+(A+B)T+T(A+B)T,$$
$$(I-T)(A-B)(I-T)=A-B-T(A-B)-(A-B)T+T(A-B)T.$$

Their difference is $2B+2TA+2AT+2TBT=2R$. The tactic `noncomm_ring` does this expansion while respecting the order of factors; `•` is multiplication by a number.

```lean
/-- If `1 - T` is invertible, multiplying the Cayley transform by `1 - T` on either side
gives `1 + T`. -/
theorem cayley_clear {T : Matrix n n ℝ} (h : IsUnit (1 - T)) :
    cayley T * (1 - T) = 1 + T ∧ (1 - T) * cayley T = 1 + T := by
  have hd := (Matrix.isUnit_iff_isUnit_det _).1 h
  constructor
  · unfold cayley
    rw [mul_assoc, Matrix.nonsing_inv_mul _ hd, mul_one]
  · -- `1 - T` and `1 + T` commute
    calc (1 - T) * cayley T = (1 + T) * ((1 - T) * (1 - T)⁻¹) := by
          unfold cayley
          noncomm_ring
      _ = 1 + T := by rw [Matrix.mul_nonsing_inv _ hd, mul_one]
```

`IsUnit (1 - T)` says that $I-T$ is invertible. Equivalently, no nonzero vector $u$ satisfies $Tu=u$. When $T$ is built from RPA modes, by sending the excitation part of each mode to its de-excitation part, this says that no nonzero combination of those modes has equal excitation and de-excitation parts.

The definition gives $G(I-T)=I+T$ directly. Since $I-T$ and $I+T$ commute, $(I-T)G=I+T$ as well.

```lean
/-- For `1 - T` invertible, `T` solves the ring-CCD equation exactly when its Cayley transform
`G` satisfies `G(A + B)G = A - B`. Moreover `G + 1` is invertible and
`T = (G - 1)(G + 1)⁻¹`. -/
theorem ringCCD_iff_cayley (A B : Matrix n n ℝ) {T : Matrix n n ℝ} (h : IsUnit (1 - T)) :
    (residual A B T = 0 ↔ cayley T * (A + B) * cayley T = A - B) ∧
      IsUnit (cayley T + 1) ∧ T = invCayley (cayley T) := by
  obtain ⟨hr, hl⟩ := cayley_clear h
  -- the two equations differ by multiplication with `1 - T` on both sides
  have key : (1 - T) * (cayley T * (A + B) * cayley T - (A - B)) * (1 - T)
      = (2 : ℝ) • residual A B T := by
    calc (1 - T) * (cayley T * (A + B) * cayley T - (A - B)) * (1 - T)
        = ((1 - T) * cayley T) * (A + B) * (cayley T * (1 - T))
          - (1 - T) * (A - B) * (1 - T) := by
          noncomm_ring
      _ = (2 : ℝ) • residual A B T := by rw [hl, hr, two_smul_residual]
  -- an explicit inverse of `G + 1`
  have hinv : (cayley T + 1) * ((1 / 2 : ℝ) • (1 - T)) = 1 := by
    rw [Matrix.mul_smul, add_mul, one_mul, hr]
    module
  refine ⟨⟨fun hR => ?_, fun hG => ?_⟩,
    (Matrix.isUnit_iff_isUnit_det _).2 (Matrix.isUnit_det_of_right_inverse hinv), ?_⟩
  · rw [hR, smul_zero] at key
    exact sub_eq_zero.1 (h.mul_right_eq_zero.1 (h.mul_left_eq_zero.1 key))
  · rw [hG, sub_self, mul_zero, zero_mul] at key
    calc residual A B T = (1 / 2 : ℝ) • ((2 : ℝ) • residual A B T) := by module
      _ = 0 := by rw [← key, smul_zero]
  · unfold invCayley
    rw [Matrix.inv_eq_right_inv hinv, Matrix.mul_smul, sub_mul, one_mul, hr]
    module
```

The two previous results combine into `key`:

$$(I-T)\,[G(A+B)G-(A-B)]\,(I-T)=2R .$$

If $R=0$, cancelling the invertible outer factors makes the bracket vanish. If the bracket vanishes, then $2R=0$, hence $R=0$. These are the two directions of `↔`.

For the inverse transform,

$$(G+I)(I-T)=(I+T)+(I-T)=2I,$$

so $(G+I)^{-1}=\tfrac12(I-T)$, which is `hinv`. Then

$$(G-I)(G+I)^{-1}=\tfrac12[(I+T)-(I-T)]=T .$$

```lean
/-- Every `G` with `G + 1` invertible is the Cayley transform of `T = (G - 1)(G + 1)⁻¹`, with
`1 - T` invertible, and this `T` solves ring CCD exactly when `G(A + B)G = A - B`. -/
theorem ringCCD_of_cayley (A B : Matrix n n ℝ) {G : Matrix n n ℝ} (h : IsUnit (G + 1)) :
    IsUnit (1 - invCayley G) ∧ cayley (invCayley G) = G ∧
      (residual A B (invCayley G) = 0 ↔ G * (A + B) * G = A - B) := by
  have hd := (Matrix.isUnit_iff_isUnit_det _).1 h
  have hT : invCayley G * (G + 1) = G - 1 := by
    unfold invCayley
    rw [mul_assoc, Matrix.nonsing_inv_mul _ hd, mul_one]
  have hinv : (1 - invCayley G) * ((1 / 2 : ℝ) • (G + 1)) = 1 := by
    rw [Matrix.mul_smul, sub_mul, one_mul, hT]
    module
  have hu : IsUnit (1 - invCayley G) :=
    (Matrix.isUnit_iff_isUnit_det _).2 (Matrix.isUnit_det_of_right_inverse hinv)
  have hG : cayley (invCayley G) = G := by
    unfold cayley
    rw [Matrix.inv_eq_right_inv hinv, Matrix.mul_smul, add_mul, one_mul, hT]
    module
  have hmain := (ringCCD_iff_cayley A B hu).1
  rw [hG] at hmain
  exact ⟨hu, hG, hmain⟩
```

Now start from any $G$ with $G+I$ invertible and define $T=(G-I)(G+I)^{-1}$. Then $T(G+I)=G-I$, and therefore

$$(I-T)(G+I)=2I,\qquad (I+T)(G+I)=2G .$$

The first identity gives $(I-T)^{-1}=\tfrac12(G+I)$; with the second, the Cayley transform of $T$ is $G$. The preceding theorem supplies the equivalence.

In a calculation where $K=A+B$ and $M=A-B$ are symmetric and positive definite, one can diagonalise to form

$$G=K^{-1/2}\,(K^{1/2}MK^{1/2})^{1/2}\,K^{-1/2},$$

which satisfies $GKG=M$, and then obtain $T$ from the linear system $T(G+I)=G-I$.

## RPA and the size of the amplitudes

```lean
/-- For a ring-CCD solution `T` with `1 - T` invertible, `G(A + B)` is a square root of the
RPA matrix `(A - B)(A + B)`. -/
theorem cayley_sqrt_rpa {A B T : Matrix n n ℝ} (h : IsUnit (1 - T))
    (hR : residual A B T = 0) :
    (cayley T * (A + B)) ^ 2 = (A - B) * (A + B) := by
  rw [← (ringCCD_iff_cayley A B h).1.1 hR, pow_two]
  simp only [mul_assoc]
```

For a solution $T$, multiply $G(A+B)G=A-B$ on the right by $A+B$:

$$[G(A+B)]^2=(A-B)(A+B).$$

The eigenvalues of the right side are the squared RPA excitation energies. The theorem does not say which square root a given solution selects.

```lean
/-- For `1 - T` invertible, the quadratic form of the Cayley transform is positive on nonzero
vectors exactly when `T` strictly shortens every nonzero vector. -/
theorem cayley_pos_iff_contraction {T : Matrix n n ℝ} (h : IsUnit (1 - T)) :
    (∀ v : n → ℝ, v ≠ 0 → 0 < v ⬝ᵥ (cayley T *ᵥ v)) ↔
      ∀ u : n → ℝ, u ≠ 0 → (T *ᵥ u) ⬝ᵥ (T *ᵥ u) < u ⬝ᵥ u := by
  have hd := (Matrix.isUnit_iff_isUnit_det _).1 h
  -- substitute `v = (1 - T) u` in the quadratic form
  have key : ∀ u : n → ℝ, ((1 - T) *ᵥ u) ⬝ᵥ (cayley T *ᵥ ((1 - T) *ᵥ u))
      = u ⬝ᵥ u - (T *ᵥ u) ⬝ᵥ (T *ᵥ u) := by
    intro u
    rw [Matrix.mulVec_mulVec, (cayley_clear h).1, Matrix.sub_mulVec, Matrix.add_mulVec,
      Matrix.one_mulVec, sub_dotProduct, dotProduct_add, dotProduct_add,
      dotProduct_comm (T *ᵥ u) u]
    ring
  constructor
  · intro H u hu
    have hne : (1 - T) *ᵥ u ≠ 0 := fun h0 => hu <| by
      calc u = (1 - T)⁻¹ *ᵥ ((1 - T) *ᵥ u) := by
            rw [Matrix.mulVec_mulVec, Matrix.nonsing_inv_mul _ hd, Matrix.one_mulVec]
        _ = 0 := by rw [h0, Matrix.mulVec_zero]
    have hp := H _ hne
    rw [key u] at hp
    linarith
  · intro H v hv
    have hback : (1 - T) *ᵥ ((1 - T)⁻¹ *ᵥ v) = v := by
      rw [Matrix.mulVec_mulVec, Matrix.mul_nonsing_inv _ hd, Matrix.one_mulVec]
    have hne : (1 - T)⁻¹ *ᵥ v ≠ 0 := fun h0 => hv <| by
      rw [← hback, h0, Matrix.mulVec_zero]
    have e := key ((1 - T)⁻¹ *ᵥ v)
    rw [hback] at e
    rw [e]
    linarith [H _ hne]
```

Here `*ᵥ` applies a matrix to a vector and `⬝ᵥ` is the dot product. Put $v=(I-T)u$, so that $Gv=(I+T)u$ and

$$v\cdot Gv=(u-Tu)\cdot(u+Tu)=u\cdot u-(Tu)\cdot(Tu).$$

The cross terms cancel because the dot product is symmetric. As $I-T$ is invertible, $v$ is nonzero exactly when $u$ is. Positivity of the form for every $v\ne0$ is thus the same as $T$ shortening every $u\ne0$. The two halves of the Lean proof convert $u$ to $v$ and back.

## Two coupled channels

```lean
/-- Two coupled excitation channels with an explicit ring-CCD solution `T` for which
`1 - T` is invertible. -/
theorem ringCCD_witness :
    IsUnit (1 - !![-1/2, 0; 0, -1/3] : Matrix (Fin 2) (Fin 2) ℝ) ∧
      residual !![5, 1; 1, 5] !![4, 5/7; 5/7, 3] !![-1/2, 0; 0, -1/3] = 0 := by
  constructor
  · rw [Matrix.isUnit_iff_isUnit_det, Matrix.det_fin_two, isUnit_iff_ne_zero]
    norm_num [Matrix.sub_apply, Matrix.one_apply]
  · ext i j
    fin_cases i <;> fin_cases j <;>
      norm_num [residual, Matrix.mul_apply, Fin.sum_univ_succ]

end

end RingCCDCayley
```

The notation `!![...]` lists a matrix by rows. With $T=\mathrm{diag}(-\tfrac12,-\tfrac13)$, the determinant of $I-T$ is $\tfrac32\cdot\tfrac43=2$. The residual's diagonal entries are $4-5+1=0$ and $3-\tfrac{10}{3}+\tfrac13=0$; both off-diagonal entries are

$$\tfrac57-\tfrac13-\tfrac12+\tfrac16\cdot\tfrac57=0 .$$

Lean checks the entries one by one with `fin_cases` and `norm_num`.

```lean
#print axioms RingCCDCayley.ringCCD_iff_cayley
#print axioms RingCCDCayley.ringCCD_of_cayley
#print axioms RingCCDCayley.cayley_sqrt_rpa
#print axioms RingCCDCayley.cayley_pos_iff_contraction
```

```
'RingCCDCayley.ringCCD_iff_cayley' depends on axioms: [propext, Classical.choice, Quot.sound]
'RingCCDCayley.ringCCD_of_cayley' depends on axioms: [propext, Classical.choice, Quot.sound]
'RingCCDCayley.cayley_sqrt_rpa' depends on axioms: [propext, Classical.choice, Quot.sound]
'RingCCDCayley.cayley_pos_iff_contraction' depends on axioms: [propext, Classical.choice, Quot.sound]
```
